# Partner switching forces the upper band of one glide sector to meet the lower band of the other

## A gap that the mesh invents

A band calculation samples the wave number \(k\) at finitely many points, and a sorted list of energies carries no symmetry labels. If two bands cross between neighbouring points, the list can show a clear gap on both sides, and a line in the Brillouin zone that has a contact is reported as gapped. For two glide sectors with two continuous bands each, the level pattern at the ends of the line can settle the question.

## Glide sectors and their partners

Take a spin-½ electron in a crystal with time-reversal symmetry and a glide reflection, on a glide-invariant line whose ends \(k=0\) and \(k=\pi\) are time-reversal invariant. Here \(k\) is measured along the glide translation, in units of the inverse lattice constant. Applied twice, the glide gives a lattice translation and a spin factor \(-1\), so its eigenvalues are \(\pm i e^{-ik/2}\). They label two sectors, \(a\) and \(b\).

Time reversal conjugates these eigenvalues. At \(k=0\) they are \(\pm i\), so Kramers partners lie in opposite sectors. At \(k=\pi\) they are \(\pm1\), so partners lie in the same sector. The states therefore change partners along the line.

## The statement for bands

Let \(a_1,a_2\) be the bands of sector \(a\) and \(b_1,b_2\) those of sector \(b\), all continuous on \([0,\pi]\). Suppose that

\[
a_1(0)=b_1(0)<a_2(0)=b_2(0),\qquad a_1(\pi)=a_2(\pi)\neq b_1(\pi)=b_2(\pi).
\]

Then some \(k\) with \(0<k<\pi\) has \(a_2(k)=b_1(k)\) or \(a_1(k)=b_2(k)\).

In Lean the bands are functions `ℝ → ℝ`, and `PartnerSwitching` collects the continuity and endpoint conditions. These conditions are assumed; the glide and time-reversal operators do not appear in the file. The field `gap_zero` says that the two Kramers pairs at \(0\) have different energies, and `split_pi` excludes a fourfold level at \(\pi\). The theorem `hourglass_crossing` gives a meeting point, but not its position or the number of such points.

**Derivation.** Suppose first that \(a_1(\pi)<b_1(\pi)\), and put \(f=a_2-b_1\). Then

\[
f(0)=a_2(0)-a_1(0)>0,\qquad f(\pi)=a_1(\pi)-b_1(\pi)<0.
\]

By the intermediate value theorem \(f\) vanishes at an interior \(k\). If \(a_1(\pi)>b_1(\pi)\), exchange the sectors and obtain \(b_2(k)=a_1(k)\).

Now let \(a_1\le a_2\) and \(b_1\le b_2\) on the whole interval. If \(a_2=b_1=E\) at the meeting point, then \(a_1\le E\le b_2\), and so

\[
\max(a_1,b_1)=E=\min(a_2,b_2).
\]

The other case is the same with the sectors exchanged. The second and third of the four energies coincide there, so the direct gap at half filling closes. This is `half_filling_gap_closes`.

## The statement for Hamiltonian blocks

In `bloch_hourglass` the sectors are Hermitian \(2\times2\) blocks \(A(k)\) and \(B(k)\), continuous on \([0,\pi]\). At \(0\) they have equal trace and determinant, hence equal spectra, and \(A(0)\) is not a multiple of the identity \(I\). At \(\pi\) they are \(\alpha I\) and \(\beta I\) with real \(\alpha\ne\beta\). Then at some interior \(k\) a real \(E\) is an eigenvalue of both blocks, with a nonzero eigenvector in each.

**Derivation.** For a Hermitian block \(M\) with trace \(T\) and determinant \(D\), put

\[
\Delta=T^2-4D=(M_{00}-M_{11})^2+4|M_{01}|^2\ge0,\qquad E_s=\tfrac12\bigl(T+s\sqrt{\Delta}\bigr),\quad s=\pm1.
\]

Since \(s^2=1\),

\[
\det(M-E_sI)=E_s^2-TE_s+D=\tfrac14(\Delta-T^2+4D)=0,
\]

so \(E_s\) has a nonzero eigenvector. The levels are continuous because \(T\), \(D\) and the square root are.

At \(0\) the blocks share \(T\) and \(D\), hence both levels. If \(\Delta\) vanished for \(A(0)\), its diagonal entries would be equal and its coupling zero, making it a multiple of \(I\); so the levels are distinct. At \(\pi\), \(\alpha I\) has \(T=2\alpha\), \(D=\alpha^2\) and \(\Delta=0\), which puts both levels at \(\alpha\); likewise for \(\beta\). The band statement now applies.

For non-interacting electrons in such a four-band model along one line, a contact can thus be inferred from labelled levels at the two ends.

## An hourglass in numbers

Take \(a_1=-1\), \(a_2=\cos k\), \(b_1=-\cos k\), \(b_2=1\).

| \(k\) | \(a_1,a_2\) | \(b_1,b_2\) | \(a_2-b_1\) |
|---|---|---|---|
| \(0\) | \(-1,\ 1\) | \(-1,\ 1\) | \(2\) |
| \(\pi/3\) | \(-1,\ 1/2\) | \(-1/2,\ 1\) | \(1\) |
| \(2\pi/3\) | \(-1,\ -1/2\) | \(1/2,\ 1\) | \(-1\) |
| \(\pi\) | \(-1,\ -1\) | \(1,\ 1\) | \(-2\) |

Sorted, the two middle rows are both \(-1,-\tfrac12,\tfrac12,1\), and this mesh never shows a middle gap below \(1\). The labels reveal the sign change. The second and third levels meet at \(k=\pi/2\), with energy \(0\); this is the neck of the hourglass.

## The Lean file

```lean
import Mathlib

open Set Matrix
open scoped Real

namespace HourglassCrossing

noncomputable section

/-- Bands `a₁, a₂` of one glide sector and `b₁, b₂` of the other, continuous on `[0, π]`.
At `0` the sectors share two distinct levels; at `π` each sector has a doublet, and the two
doublets differ in energy. -/
structure PartnerSwitching (a₁ a₂ b₁ b₂ : ℝ → ℝ) : Prop where
  cont_a₁ : ContinuousOn a₁ (Icc 0 π)
  cont_a₂ : ContinuousOn a₂ (Icc 0 π)
  cont_b₁ : ContinuousOn b₁ (Icc 0 π)
  cont_b₂ : ContinuousOn b₂ (Icc 0 π)
  lower_zero : a₁ 0 = b₁ 0
  upper_zero : a₂ 0 = b₂ 0
  gap_zero : a₁ 0 < a₂ 0
  a_pi : a₁ π = a₂ π
  b_pi : b₁ π = b₂ π
  split_pi : a₁ π ≠ b₁ π

/-- If partners switch and the `a` doublet lies below the `b` doublet at `π`, then `a₂`, the upper
`a` band at `0`, meets `b₁`, the lower `b` band at `0`, strictly between `0` and `π`. -/
theorem upper_meets_lower {a₁ a₂ b₁ b₂ : ℝ → ℝ} (h : PartnerSwitching a₁ a₂ b₁ b₂)
    (hlt : a₁ π < b₁ π) : ∃ k ∈ Ioo 0 π, a₂ k = b₁ k := by
  have hc : ContinuousOn (fun k => a₂ k - b₁ k) (Icc 0 π) := h.cont_a₂.sub h.cont_b₁
  -- the difference is positive at 0 and negative at π
  have h0 : (0 : ℝ) ∈ Ioo (a₂ π - b₁ π) (a₂ 0 - b₁ 0) :=
    ⟨by linarith [h.a_pi], by linarith [h.lower_zero, h.gap_zero]⟩
  obtain ⟨k, hk, hk0⟩ := intermediate_value_Ioo' Real.pi_pos.le hc h0
  exact ⟨k, hk, sub_eq_zero.mp hk0⟩

/-- The forced hourglass crossing: when partners switch between `0` and `π`, the band that is upper
at `0` in one glide sector meets the band that is lower at `0` in the other, at an interior wave
number. -/
theorem hourglass_crossing {a₁ a₂ b₁ b₂ : ℝ → ℝ} (h : PartnerSwitching a₁ a₂ b₁ b₂) :
    ∃ k ∈ Ioo 0 π, a₂ k = b₁ k ∨ a₁ k = b₂ k := by
  rcases lt_or_gt_of_ne h.split_pi with hlt | hgt
  · obtain ⟨k, hk, e⟩ := upper_meets_lower h hlt
    exact ⟨k, hk, Or.inl e⟩
  · -- exchange the roles of the two sectors
    have h' : PartnerSwitching b₁ b₂ a₁ a₂ :=
      ⟨h.cont_b₁, h.cont_b₂, h.cont_a₁, h.cont_a₂, h.lower_zero.symm, h.upper_zero.symm,
        by linarith [h.lower_zero, h.upper_zero, h.gap_zero], h.b_pi, h.a_pi, h.split_pi.symm⟩
    obtain ⟨k, hk, e⟩ := upper_meets_lower h' hgt
    exact ⟨k, hk, Or.inr e.symm⟩

/-- When partners switch and the bands are ordered within each sector, the higher of the two
lower bands touches the lower of the two upper bands at an interior wave number. -/
theorem half_filling_gap_closes {a₁ a₂ b₁ b₂ : ℝ → ℝ} (h : PartnerSwitching a₁ a₂ b₁ b₂)
    (ha : ∀ k ∈ Icc 0 π, a₁ k ≤ a₂ k) (hb : ∀ k ∈ Icc 0 π, b₁ k ≤ b₂ k) :
    ∃ k ∈ Ioo 0 π, max (a₁ k) (b₁ k) = min (a₂ k) (b₂ k) := by
  obtain ⟨k, hk, e⟩ := hourglass_crossing h
  have h1 := ha k (Ioo_subset_Icc_self hk)
  have h2 := hb k (Ioo_subset_Icc_self hk)
  refine ⟨k, hk, ?_⟩
  rcases e with e | e
  · rw [max_eq_right (by linarith), min_eq_left (by linarith), e]
  · rw [max_eq_left (by linarith), min_eq_right (by linarith), e]

/-- The bands `-1, cos k` and `-cos k, 1` switch partners, and the upper band of the first
sector meets the lower band of the second in `(0, π)` only at `π/2`. -/
theorem hourglass_witness :
    PartnerSwitching (fun _ => -1) Real.cos (fun k => -Real.cos k) (fun _ => 1) ∧
      ∀ k ∈ Ioo 0 π, (Real.cos k = -Real.cos k ↔ k = π / 2) := by
  refine ⟨⟨continuousOn_const, Real.continuous_cos.continuousOn,
    Real.continuous_cos.neg.continuousOn, continuousOn_const, by simp, by simp,
    by norm_num, by simp, by simp, by norm_num⟩, fun k hk => ⟨fun e => ?_, fun e => ?_⟩⟩
  · -- the cosine is injective on [0, π]
    apply Real.injOn_cos (Ioo_subset_Icc_self hk)
      ⟨by linarith [Real.pi_pos], by linarith [Real.pi_pos]⟩
    rw [Real.cos_pi_div_two]
    linarith
  · rw [e, Real.cos_pi_div_two, neg_zero]

/-- The discriminant of a two-level Hamiltonian, from its trace and determinant. -/
def disc (M : Matrix (Fin 2) (Fin 2) ℂ) : ℝ := M.trace.re ^ 2 - 4 * M.det.re

/-- The level formula of a Hermitian two-level Hamiltonian: `s = -1` for the lower level and
`s = 1` for the upper one. -/
def level (s : ℝ) (M : Matrix (Fin 2) (Fin 2) ℂ) : ℝ := (M.trace.re + s * √(disc M)) / 2

/-- For a Hermitian two-level Hamiltonian the discriminant is the squared detuning plus four
times the squared modulus of the coupling. -/
theorem disc_eq {M : Matrix (Fin 2) (Fin 2) ℂ} (hM : M.IsHermitian) :
    disc M = ((M 0 0).re - (M 1 1).re) ^ 2 + 4 * Complex.normSq (M 0 1) := by
  have h0 : -(M 0 0).im = (M 0 0).im := congrArg Complex.im (hM.apply 0 0)
  have h00 : (M 0 0).im = 0 := by linarith
  have hr : (M 0 1).re = (M 1 0).re := by
    have e := congrArg Complex.re (hM.apply 1 0)
    simpa using e
  have hi : -(M 0 1).im = (M 1 0).im := congrArg Complex.im (hM.apply 1 0)
  simp only [disc, Matrix.trace_fin_two, Matrix.det_fin_two, Complex.add_re, Complex.sub_re,
    Complex.mul_re, Complex.normSq_apply, h00, ← hr, ← hi]
  ring

/-- Both levels of a Hermitian two-level Hamiltonian are eigenvalues, each with a nonzero
eigenvector. -/
theorem level_eigenvector {M : Matrix (Fin 2) (Fin 2) ℂ} (hM : M.IsHermitian) {s : ℝ}
    (hs : s ^ 2 = 1) : ∃ v : Fin 2 → ℂ, v ≠ 0 ∧ M *ᵥ v = (level s M : ℂ) • v := by
  have h0 : -(M 0 0).im = (M 0 0).im := congrArg Complex.im (hM.apply 0 0)
  have h1 : -(M 1 1).im = (M 1 1).im := congrArg Complex.im (hM.apply 1 1)
  have h00 : (M 0 0).im = 0 := by linarith
  have h11 : (M 1 1).im = 0 := by linarith
  have hr : (M 0 1).re = (M 1 0).re := by
    have e := congrArg Complex.re (hM.apply 1 0)
    simpa using e
  have hi : -(M 0 1).im = (M 1 0).im := congrArg Complex.im (hM.apply 1 0)
  -- trace and determinant are real
  have ht : M.trace = (M.trace.re : ℂ) := Complex.ext rfl (by
    rw [Complex.ofReal_im, Matrix.trace_fin_two, Complex.add_im, h00, h11, add_zero])
  have hd : M.det = (M.det.re : ℂ) := Complex.ext rfl (by
    simp only [Complex.ofReal_im, Matrix.det_fin_two, Complex.sub_im, Complex.mul_im,
      h00, h11, ← hr, ← hi]
    ring)
  have hpos : 0 ≤ disc M := by
    rw [disc_eq hM]
    exact add_nonneg (sq_nonneg _) (by linarith [Complex.normSq_nonneg (M 0 1)])
  -- the level solves the secular equation
  have hq : level s M ^ 2 - M.trace.re * level s M + M.det.re = 0 := by
    have hw : √(disc M) ^ 2 = M.trace.re ^ 2 - 4 * M.det.re := Real.sq_sqrt hpos
    unfold level
    linear_combination (√(disc M) ^ 2 / 4) * hs + hw / 4
  have hdet : (M - (level s M : ℂ) • (1 : Matrix (Fin 2) (Fin 2) ℂ)).det = 0 := by
    have hx : (M - (level s M : ℂ) • (1 : Matrix (Fin 2) (Fin 2) ℂ)).det
        = (level s M : ℂ) ^ 2 - M.trace * (level s M : ℂ) + M.det := by
      rw [Matrix.det_fin_two, Matrix.det_fin_two, Matrix.trace_fin_two]
      simp
      ring
    rw [hx, ht, hd]
    exact_mod_cast hq
  obtain ⟨v, hv, e⟩ := Matrix.exists_mulVec_eq_zero_iff.mpr hdet
  refine ⟨v, hv, ?_⟩
  rw [Matrix.sub_mulVec, Matrix.smul_mulVec, Matrix.one_mulVec] at e
  exact sub_eq_zero.mp e

/-- The levels depend continuously on the Hamiltonian. -/
theorem continuous_level (s : ℝ) : Continuous (level s) := by
  have ht : Continuous fun M : Matrix (Fin 2) (Fin 2) ℂ => M.trace.re :=
    Complex.continuous_re.comp continuous_id.matrix_trace
  have hd : Continuous fun M : Matrix (Fin 2) (Fin 2) ℂ => M.det.re :=
    Complex.continuous_re.comp continuous_id.matrix_det
  exact (ht.add (continuous_const.mul
    ((ht.pow 2).sub (continuous_const.mul hd)).sqrt)).div_const 2

/-- A real multiple `α` of the identity has both levels equal to `α`. -/
theorem level_scalar (s α : ℝ) :
    level s ((α : ℂ) • (1 : Matrix (Fin 2) (Fin 2) ℂ)) = α := by
  have ht : ((α : ℂ) • (1 : Matrix (Fin 2) (Fin 2) ℂ)).trace.re = α + α := by
    rw [Matrix.trace_fin_two]
    simp
  have hd : ((α : ℂ) • (1 : Matrix (Fin 2) (Fin 2) ℂ)).det.re = α * α := by
    rw [Matrix.det_fin_two]
    simp
  have h0 : (α + α) ^ 2 - 4 * (α * α) = 0 := by ring
  rw [level, disc, ht, hd, h0, Real.sqrt_zero]
  ring

/-- Let the glide blocks `A k`, `B k` be Hermitian for every real `k` and continuous in `k` on
`[0, π]`, with equal trace and determinant at `0`, `A 0` not scalar, and distinct real multiples of
the identity at `π`. Then at some interior `k` the two blocks have a common eigenvalue. -/
theorem bloch_hourglass {A B : ℝ → Matrix (Fin 2) (Fin 2) ℂ} {α β : ℝ}
    (hA : ∀ k, (A k).IsHermitian) (hB : ∀ k, (B k).IsHermitian)
    (cA : ContinuousOn A (Icc 0 π)) (cB : ContinuousOn B (Icc 0 π))
    (htr : (A 0).trace = (B 0).trace) (hdet : (A 0).det = (B 0).det)
    (hns : ∀ c : ℂ, A 0 ≠ c • (1 : Matrix (Fin 2) (Fin 2) ℂ))
    (hAπ : A π = (α : ℂ) • (1 : Matrix (Fin 2) (Fin 2) ℂ))
    (hBπ : B π = (β : ℂ) • (1 : Matrix (Fin 2) (Fin 2) ℂ)) (hne : α ≠ β) :
    ∃ k ∈ Ioo 0 π, ∃ E : ℝ, (∃ v : Fin 2 → ℂ, v ≠ 0 ∧ A k *ᵥ v = (E : ℂ) • v) ∧
      ∃ w : Fin 2 → ℂ, w ≠ 0 ∧ B k *ᵥ w = (E : ℂ) • w := by
  -- a Hermitian block with vanishing discriminant would be scalar
  have hpos : 0 < disc (A 0) := by
    by_contra hcon
    rw [disc_eq (hA 0)] at hcon
    have hn := Complex.normSq_nonneg (A 0 0 1)
    have hsq := sq_nonneg ((A 0 0 0).re - (A 0 1 1).re)
    have h01 : A 0 0 1 = 0 := Complex.normSq_eq_zero.mp (by linarith)
    have h10 : A 0 1 0 = 0 := by rw [← (hA 0).apply 1 0, h01, star_zero]
    have hre : (A 0 0 0).re - (A 0 1 1).re = 0 := pow_eq_zero_iff two_ne_zero |>.mp (by linarith)
    have i0 : -(A 0 0 0).im = (A 0 0 0).im := congrArg Complex.im ((hA 0).apply 0 0)
    have i1 : -(A 0 1 1).im = (A 0 1 1).im := congrArg Complex.im ((hA 0).apply 1 1)
    have h11 : A 0 1 1 = A 0 0 0 := Complex.ext (by linarith) (by linarith)
    apply hns (A 0 0 0)
    ext i j
    fin_cases i <;> fin_cases j <;> simp [h01, h10, h11]
  have hw := Real.sqrt_pos.mpr hpos
  have h : PartnerSwitching (fun k => level (-1) (A k)) (fun k => level 1 (A k))
      (fun k => level (-1) (B k)) (fun k => level 1 (B k)) :=
    { cont_a₁ := (continuous_level _).comp_continuousOn cA
      cont_a₂ := (continuous_level _).comp_continuousOn cA
      cont_b₁ := (continuous_level _).comp_continuousOn cB
      cont_b₂ := (continuous_level _).comp_continuousOn cB
      lower_zero := by simp only [level, disc, htr, hdet]
      upper_zero := by simp only [level, disc, htr, hdet]
      gap_zero := by
        simp only [level]
        linarith
      a_pi := by simp only [hAπ, level_scalar]
      b_pi := by simp only [hBπ, level_scalar]
      split_pi := by simpa only [hAπ, hBπ, level_scalar] using hne }
  obtain ⟨k, hk, e | e⟩ := hourglass_crossing h
  · refine ⟨k, hk, level 1 (A k), level_eigenvector (hA k) (by norm_num), ?_⟩
    rw [show level 1 (A k) = level (-1) (B k) from e]
    exact level_eigenvector (hB k) (by norm_num)
  · refine ⟨k, hk, level (-1) (A k), level_eigenvector (hA k) (by norm_num), ?_⟩
    rw [show level (-1) (A k) = level 1 (B k) from e]
    exact level_eigenvector (hB k) (by norm_num)

end

end HourglassCrossing
```

```lean
#print axioms HourglassCrossing.hourglass_crossing
#print axioms HourglassCrossing.half_filling_gap_closes
#print axioms HourglassCrossing.bloch_hourglass
```

```
'HourglassCrossing.hourglass_crossing' depends on axioms: [propext, Classical.choice, Quot.sound]
'HourglassCrossing.half_filling_gap_closes' depends on axioms: [propext, Classical.choice, Quot.sound]
'HourglassCrossing.bloch_hourglass' depends on axioms: [propext, Classical.choice, Quot.sound]
```

## From the sign change to the blocks

`upper_meets_lower` is the sign-change argument. Two `linarith` calls place \(0\) strictly between the endpoint values of \(a_2-b_1\), and `intermediate_value_Ioo'`, the version for a function that is larger at the left end, returns a point of the open interval. `hourglass_crossing` splits on the order of the doublets and, in the second case, builds `PartnerSwitching` with the sectors exchanged.

`hourglass_witness` checks that the cosine bands satisfy every condition. It uses injectivity of the cosine on \([0,\pi]\) to show that \(a_2\) and \(b_1\) meet in the interior only at \(\pi/2\).

For the blocks, `disc` is \(\Delta\) and `level s` is \(E_s\). `disc_eq` takes from hermiticity that \(M_{00}\) is real and that the two couplings are conjugate. In `level_eigenvector`, `linear_combination` verifies the secular equation, and `Matrix.exists_mulVec_eq_zero_iff` turns the zero determinant into a nonzero vector. `continuous_level` covers all complex \(2\times2\) matrices, since Lean's real square root is \(0\) on negative numbers and stays continuous.

`bloch_hourglass` first proves \(\Delta>0\) for \(A(0)\) by contradiction. It then fills in the fields of `PartnerSwitching`, with `level_scalar` supplying the doublets at \(\pi\), and applies `hourglass_crossing`. In either case the common energy is a level of both blocks, and `level_eigenvector` supplies the two vectors.
